# Summing the Fermi function over N equally spaced imaginary shifts: a Fermi function for odd N, minus a Bose function for even N

A single-particle level (one spin-orbital) of energy $\varepsilon$ in a non-interacting electron system at temperature $T$ and chemical potential $\mu$ has the mean occupation

$$f(x)=\frac{1}{e^{x}+1},\qquad x=\frac{\varepsilon-\mu}{k_BT}.$$

If the chemical potential is given an imaginary part, $x$ moves parallel to the imaginary axis, along which $f$ has period $2\pi i$. Divide one period into $N$ equal steps and add the occupations at the points $x+2\pi i r/N$, with $r=0,\dots,N-1$. For real $x$ and $N\ge 1$ the sum is

$$\sum_{r=0}^{N-1} f\!\left(x+\frac{2\pi i r}{N}\right)=
\begin{cases}
\dfrac{N}{1+e^{Nx}}, & N \text{ odd},\\[2ex]
-\dfrac{N}{e^{Nx}-1}, & N \text{ even},\ x\neq 0.
\end{cases}$$

With the Bose function $b(x)=1/(e^x-1)$, the right-hand sides are $N f(Nx)$ and $-N b(Nx)$. The particles remain electrons in both cases; only the form of the function changes. For a non-interacting level at fixed real $\mu$, the odd case expresses the occupation at temperature $T/N$ as the mean of $N$ occupations at temperature $T$ with complex chemical potentials.

## Roots of unity and a finite geometric sum

Let $\zeta=e^{2\pi i/N}$ and $u=-e^{x}$. Since $e^{x+2\pi i r/N}=e^x\zeta^r$, each term of the sum is

$$f\!\left(x+\frac{2\pi i r}{N}\right)=\frac{1}{1-u\zeta^r}.$$

The finite geometric sum, together with $(u\zeta^r)^N=u^N$, gives

$$(1-u\zeta^r)\sum_{k=0}^{N-1}u^k\zeta^{kr}=1-u^N.$$

Suppose that $u^N\neq 1$. Then neither factor on the left vanishes, and division gives every term the same denominator:

$$\frac{1}{1-u\zeta^r}=\frac{1}{1-u^N}\sum_{k=0}^{N-1}u^k\zeta^{kr}.$$

No condition on the size of $u$ is needed, because the series is finite. Now sum over $r$ and exchange the two sums. The harmonic $k=0$ contributes $N$. For $0<k<N$ we have $\zeta^k\neq1$, so

$$\sum_{r=0}^{N-1}(\zeta^k)^r=\frac{\zeta^{kN}-1}{\zeta^k-1}=0.$$

Only the constant harmonic survives, and

$$\sum_{r=0}^{N-1}\frac{1}{1-u\zeta^r}=\frac{N}{1-u^N}.$$

Finally, $u^N=(-1)^Ne^{Nx}$. For odd $N$ the denominator is $1+e^{Nx}$, which is positive for every real $x$. For even $N$ it is $1-e^{Nx}$, which vanishes only at $x=0$, when the level lies exactly at the chemical potential.

### Numbers for two and three shifts

Take $e^x=2$. For $N=2$ the two terms are $1/(2+1)=1/3$ and $1/(-2+1)=-1$. Their sum is $-2/3$, in agreement with $-2/(2^2-1)$.

For $N=3$ the first term is again $1/3$. Since $1+2e^{2\pi i/3}=i\sqrt3$, the other two are $-i/\sqrt3$ and $+i/\sqrt3$, and they cancel. The sum is $1/3$, in agreement with $3/(1+2^3)$.

### One shift, and the limit of a level at the chemical potential

For $N=1$ the only shift is zero and the formula reads $f(x)=f(x)$. For even $N$ and $x\to0$, the term $r=N/2$ is $f(x+i\pi)=-1/(e^x-1)$, which behaves as $-1/x$. The closed form $-N/(e^{Nx}-1)$ diverges in the same way.

## The functions and shifts in Lean

```lean
import Mathlib

open Finset

namespace FermiImaginaryShifts

noncomputable section
```

The Fermi and Bose functions are defined for a complex dimensionless argument. Temperature and chemical potential enter only through that argument.

```lean
/-- The Fermi function of a complex reduced energy. -/
def fermi (z : ℂ) : ℂ := 1 / (Complex.exp z + 1)

/-- The Bose function of a complex reduced energy. -/
def bose (z : ℂ) : ℂ := 1 / (Complex.exp z - 1)
```

The shift `imagShift N r` is $2\pi i r/N$. Sums run over `range N`, that is, over $r=0,\dots,N-1$.

```lean
/-- The `r`-th of `N` equally spaced imaginary shifts within one period `2πi`. -/
def imagShift (N r : ℕ) : ℂ := 2 * Real.pi * Complex.I * r / N
```

The first lemma is the factorisation $e^{z+2\pi i r/N}=e^z\zeta^r$. It writes the shift as $r$ times $2\pi i/N$ and turns the exponential of a multiple into a power.

```lean
/-- Adding `imagShift N r` to `z` multiplies `exp z` by the `r`-th power of `exp (2πi / N)`. -/
theorem exp_add_imagShift (N r : ℕ) (z : ℂ) :
    Complex.exp (z + imagShift N r) =
      Complex.exp z * Complex.exp (2 * Real.pi * Complex.I / N) ^ r := by
  have h : imagShift N r = r * (2 * Real.pi * Complex.I / N) := by
    unfold imagShift
    ring
  rw [h, Complex.exp_add, Complex.exp_nat_mul]
```

## Cancelling phases and the common denominator

The hypothesis `IsPrimitiveRoot ζ N` says that $\zeta^N=1$ and that $\zeta^k=1$ only when $N$ divides $k$. A positive $k$ below $N$ is not such a multiple, so $\zeta^k\neq1$ and the closed geometric sum applies. Its numerator is zero.

```lean
/-- The phases of a nontrivial harmonic, summed over all `N` shifts, cancel. -/
theorem sum_phases_eq_zero {N k : ℕ} {ζ : ℂ} (h : IsPrimitiveRoot ζ N)
    (hk : 0 < k) (hkN : k < N) : ∑ r ∈ range N, (ζ ^ k) ^ r = 0 := by
  have h1 : ζ ^ k ≠ 1 := by
    intro e
    exact absurd (Nat.le_of_dvd hk (h.dvd_of_pow_eq_one k e)) (by omega)
  rw [geom_sum_eq h1, ← pow_mul, mul_comm k N, pow_mul, h.pow_eq_one, one_pow,
    sub_self, zero_div]
```

The next theorem carries the main algebra, for any complex $u$ with $u^N\neq1$. Inside it, `term` is the expansion over the common denominator: `hp` is $(u\zeta^r)^N=u^N$, `hne` shows that the individual denominator is nonzero, and `hg` is the geometric identity. The step `key` exchanges the sums with `Finset.sum_comm` and keeps only $k=0$ with `Finset.sum_eq_single 0`.

```lean
/-- If `u^N ≠ 1`, the sum of `1 / (1 - u ζ^r)` over all `N`-th roots of unity `ζ^r` is `N / (1 -
u^N)`. -/
theorem sum_resolvent {N : ℕ} {ζ u : ℂ} (h : IsPrimitiveRoot ζ N) (hu : u ^ N ≠ 1) :
    ∑ r ∈ range N, 1 / (1 - u * ζ ^ r) = N / (1 - u ^ N) := by
  have hN : 0 < N := Nat.pos_of_ne_zero (by rintro rfl; exact hu (pow_zero _))
  have hD : 1 - u ^ N ≠ 0 := sub_ne_zero.mpr (Ne.symm hu)
  -- each term is a finite geometric sum over a common denominator
  have term : ∀ r : ℕ, 1 / (1 - u * ζ ^ r) =
      (∑ k ∈ range N, u ^ k * (ζ ^ k) ^ r) / (1 - u ^ N) := by
    intro r
    have hp : (u * ζ ^ r) ^ N = u ^ N := by
      rw [mul_pow, ← pow_mul, mul_comm r N, pow_mul, h.pow_eq_one, one_pow, mul_one]
    have hne : 1 - u * ζ ^ r ≠ 0 := by
      intro e
      apply hu
      rw [← hp, ← sub_eq_zero.mp e, one_pow]
    have hg : (1 - u * ζ ^ r) * ∑ k ∈ range N, (u * ζ ^ r) ^ k = 1 - u ^ N := by
      rw [mul_neg_geom_sum, hp]
    have hs : ∑ k ∈ range N, u ^ k * (ζ ^ k) ^ r = ∑ k ∈ range N, (u * ζ ^ r) ^ k :=
      Finset.sum_congr rfl fun k _ => by
        rw [mul_pow, ← pow_mul, ← pow_mul, mul_comm k r]
    rw [hs, div_eq_div_iff hne hD]
    linear_combination -hg
  -- only the constant harmonic survives the sum over shifts
  have key : ∑ r ∈ range N, ∑ k ∈ range N, u ^ k * (ζ ^ k) ^ r = (N : ℂ) := by
    rw [Finset.sum_comm, Finset.sum_eq_single 0]
    · simp
    · intro k hk hk0
      rw [← Finset.mul_sum,
        sum_phases_eq_zero h (Nat.pos_of_ne_zero hk0) (Finset.mem_range.mp hk), mul_zero]
    · intro h0
      exact absurd (Finset.mem_range.mpr hN) h0
  rw [Finset.sum_congr rfl fun r _ => term r, ← Finset.sum_div, key]
```

## Parity decides the sign

Setting $u=-e^z$ gives the Fermi sum for either parity. Mathlib supplies the fact that $e^{2\pi i/N}$ is a primitive root, and the terms then match one by one.

```lean
/-- The sum of `N` shifted Fermi functions in closed form, for either parity of `N`, provided `(-exp
z)^N ≠ 1`. -/
theorem sum_fermi (N : ℕ) (z : ℂ) (h : (-Complex.exp z) ^ N ≠ 1) :
    ∑ r ∈ range N, fermi (z + imagShift N r) = N / (1 - (-Complex.exp z) ^ N) := by
  have hN : N ≠ 0 := by rintro rfl; exact h (pow_zero _)
  rw [← sum_resolvent (Complex.isPrimitiveRoot_exp N hN) h]
  refine Finset.sum_congr rfl fun r _ => ?_
  rw [fermi, exp_add_imagShift]
  congr 1
  ring
```

The two parities differ only in the evaluation of $(-e^z)^N$, which is the equation `e` in each proof. The hypotheses on $e^{Nz}$ keep $Nz$ away from the poles of the function on the right.

```lean
/-- For odd `N` and `exp (N z) ≠ -1`, the shifted Fermi functions add up to `N` times a Fermi
function at `N z`. -/
theorem sum_fermi_odd {N : ℕ} (hN : Odd N) (z : ℂ) (h : Complex.exp (N * z) ≠ -1) :
    ∑ r ∈ range N, fermi (z + imagShift N r) = N * fermi (N * z) := by
  have e : (-Complex.exp z) ^ N = -Complex.exp (N * z) := by
    rw [hN.neg_pow, Complex.exp_nat_mul]
  have h1 : (-Complex.exp z) ^ N ≠ 1 := by
    rw [e]
    intro h'
    apply h
    linear_combination -h'
  rw [sum_fermi N z h1, e, fermi, sub_neg_eq_add, add_comm, mul_one_div]

/-- For even `N` and `exp (N z) ≠ 1`, the shifted Fermi functions add up to `-N` times a Bose
function at `N z`. -/
theorem sum_fermi_even {N : ℕ} (hN : Even N) (z : ℂ) (h : Complex.exp (N * z) ≠ 1) :
    ∑ r ∈ range N, fermi (z + imagShift N r) = -(N * bose (N * z)) := by
  have e : (-Complex.exp z) ^ N = Complex.exp (N * z) := by
    rw [hN.neg_pow, Complex.exp_nat_mul]
  rw [sum_fermi N z (by rwa [e]), e, bose, mul_one_div, ← div_neg, neg_sub]
```

## The result at real energies

The main theorem takes a real `x` and states both cases. On the left `x` is read as a complex number; on the right stands a real number cast into `ℂ`, so the statement includes the cancellation of all imaginary parts. The condition `x ≠ 0` is attached to the even case alone. The value $N=0$ is also admitted, where the sum is empty and Lean's convention for division by zero makes the right side zero as well; the physical content begins at $N=1$.

The proof has to verify the hypotheses of the two complex theorems. By `hE`, the exponential of $Nx$ is real. It is positive, so it cannot equal $-1$, which settles the odd case. It equals $1$ only if $Nx=0$, which is excluded in the even case when $N>0$ and $x\neq0$.

```lean
/-- At real `x`, the `N` shifted Fermi functions sum to `N / (1 + exp (N x))` for odd `N`,
and to `-N / (exp (N x) - 1)` for even `N` and nonzero `x`. -/
theorem fermi_imaginary_shifts (N : ℕ) (x : ℝ) :
    (Odd N → ∑ r ∈ range N, fermi (x + imagShift N r) =
      ((N / (1 + Real.exp (N * x)) : ℝ) : ℂ)) ∧
    (Even N → x ≠ 0 → ∑ r ∈ range N, fermi (x + imagShift N r) =
      ((-N / (Real.exp (N * x) - 1) : ℝ) : ℂ)) := by
  have hE : Complex.exp (N * x) = ((Real.exp (N * x) : ℝ) : ℂ) := by
    rw [Complex.ofReal_exp, Complex.ofReal_mul, Complex.ofReal_natCast]
  constructor
  · intro hN
    have h : Complex.exp (N * x) ≠ -1 := by
      rw [hE]
      intro h
      have h' : Real.exp (N * x) = -1 := by exact_mod_cast h
      linarith [Real.exp_pos (N * x)]
    rw [sum_fermi_odd hN _ h, fermi]
    push_cast
    ring
  · intro hN hx
    rcases Nat.eq_zero_or_pos N with rfl | hpos
    · simp
    have h : Complex.exp (N * x) ≠ 1 := by
      rw [hE]
      intro h
      have h' : Real.exp (N * x) = 1 := by exact_mod_cast h
      have hN0 : (N : ℝ) ≠ 0 := Nat.cast_ne_zero.mpr hpos.ne'
      exact mul_ne_zero hN0 hx ((Real.exp_eq_one_iff _).mp h')
    rw [sum_fermi_even hN _ h, bose]
    push_cast
    ring
```

The theorem concerns a scalar function of one level's reduced energy. Interactions, and the evaluation of occupations for a Hamiltonian matrix, do not enter it.

## Bose functions, the half-period shift and the excluded point

The same algebra with $u=e^z$ treats the Bose function. No sign $(-1)^N$ appears, so the sum is $N b(Nz)$ for both parities whenever $e^{Nz}\neq1$. In the proof, `t` rewrites each Bose term as $-1/(1-e^z\zeta^r)$.

```lean
/-- If `exp (N z) ≠ 1`, the sum of `N` shifted Bose functions is `N` times a Bose function at `N z`,
for either parity of `N`. -/
theorem sum_bose (N : ℕ) (z : ℂ) (h : Complex.exp (N * z) ≠ 1) :
    ∑ r ∈ range N, bose (z + imagShift N r) = N * bose (N * z) := by
  have hu : Complex.exp z ^ N ≠ 1 := by rwa [← Complex.exp_nat_mul]
  have hN : N ≠ 0 := by rintro rfl; exact hu (pow_zero _)
  have t : ∀ r : ℕ, bose (z + imagShift N r) =
      -(1 / (1 - Complex.exp z * Complex.exp (2 * Real.pi * Complex.I / N) ^ r)) := by
    intro r
    rw [bose, exp_add_imagShift, ← div_neg, neg_sub]
  rw [Finset.sum_congr rfl fun r _ => t r, Finset.sum_neg_distrib,
    sum_resolvent (Complex.isPrimitiveRoot_exp N hN) hu, bose, Complex.exp_nat_mul,
    mul_one_div, ← div_neg, neg_sub]
```

For $N=2$ the even case reads $f(z)+f(z+i\pi)=-2b(2z)$. Because $e^{i\pi}=-1$, the second term is $-b(z)$, which is the step `f1`. Rearranging gives

$$f(z)=b(z)-2b(2z),\qquad e^{2z}\neq1.$$

```lean
/-- Where `exp (2 z) ≠ 1`, the Fermi function is the Bose function minus twice the Bose function at
doubled argument. -/
theorem fermi_eq_bose_sub (z : ℂ) (h : Complex.exp (2 * z) ≠ 1) :
    fermi z = bose z - 2 * bose (2 * z) := by
  have s := sum_fermi_even (N := 2) even_two z (by rwa [Nat.cast_ofNat])
  rw [Finset.sum_range_succ, Finset.sum_range_one, Nat.cast_ofNat] at s
  have s0 : imagShift 2 0 = 0 := by simp [imagShift]
  have s1 : imagShift 2 1 = Real.pi * Complex.I := by
    unfold imagShift
    push_cast
    ring
  -- half a period turns the Fermi function into minus the Bose function
  have f1 : fermi (z + Real.pi * Complex.I) = -bose z := by
    rw [fermi, bose, Complex.exp_add, Complex.exp_pi_mul_I, ← div_neg]
    congr 1
    ring
  rw [s0, s1, add_zero, f1] at s
  linear_combination s
```

The last theorem locates the obstruction at $x=0$. With $2M$ shifts and $M>0$, the shift $r=M$ equals $i\pi$, and the denominator of the Fermi function there is $e^{i\pi}+1=0$.

```lean
/-- For an even number `2M` of shifts, the denominator of the Fermi function vanishes
at the shift `r = M` when `x = 0`. -/
theorem even_shift_hits_pole (M : ℕ) (hM : 0 < M) :
    Complex.exp (0 + imagShift (2 * M) M) + 1 = 0 := by
  have hM0 : (M : ℂ) ≠ 0 := Nat.cast_ne_zero.mpr hM.ne'
  have s : imagShift (2 * M) M = Real.pi * Complex.I := by
    unfold imagShift
    push_cast
    field_simp
  rw [zero_add, s, Complex.exp_pi_mul_I]
  norm_num

end

end FermiImaginaryShifts
```

```lean
#print axioms FermiImaginaryShifts.fermi_imaginary_shifts
#print axioms FermiImaginaryShifts.sum_bose
#print axioms FermiImaginaryShifts.fermi_eq_bose_sub
#print axioms FermiImaginaryShifts.even_shift_hits_pole
```

```
'FermiImaginaryShifts.fermi_imaginary_shifts' depends on axioms: [propext, Classical.choice, Quot.sound]
'FermiImaginaryShifts.sum_bose' depends on axioms: [propext, Classical.choice, Quot.sound]
'FermiImaginaryShifts.fermi_eq_bose_sub' depends on axioms: [propext, Classical.choice, Quot.sound]
'FermiImaginaryShifts.even_shift_hits_pole' depends on axioms: [propext, Classical.choice, Quot.sound]
```
